# FFT boxes of one shape give Hermitian matrix elements of a Hermitian periodic kernel between functions contained in both boxes

In a calculation with strictly localised orbitals on a psinc grid, a matrix element such as that of the kinetic energy can be evaluated by copying two orbitals into a small FFT box, applying the operator there and summing over the box, and the element with the orbitals exchanged may be evaluated in a box placed elsewhere. The two numbers are complex conjugates of each other when both boxes have the same shape, the same Hermitian periodic kernel is used in both, and both orbitals vanish at all grid points outside each box. The grid is unbounded here; in a periodic simulation cell, each orbital is represented by one chosen periodic image, the same for both boxes.

In Lean 4 with Mathlib:

```lean
import Mathlib

open Finset ComplexConjugate

namespace FFTBoxHermiticity

noncomputable section

variable {ι : Type*}

/-- The periodic cell of an FFT box with `N i` grid points along direction `i`. -/
abbrev Cell (N : ι → ℕ) := ∀ i, ZMod (N i)

/-- A grid vector reduced modulo the box shape. -/
def wrap (N : ι → ℕ) (x : ι → ℤ) : Cell N := fun i => (x i : ZMod (N i))

/-- A periodic kernel is Hermitian if `k(-d) = conj k(d)` for every displacement `d`. -/
def IsHermitianKernel {N : ι → ℕ} (k : Cell N → ℂ) : Prop := ∀ d, k (-d) = conj (k d)

/-- The grid function `f` vanishes outside the set `B` of grid points. -/
def SupportedIn (f : (ι → ℤ) → ℂ) (B : Finset (ι → ℤ)) : Prop := ∀ x, x ∉ B → f x = 0

/-- Reduction modulo the box shape respects differences of grid vectors. -/
theorem wrap_sub (N : ι → ℕ) (x y : ι → ℤ) : wrap N (x - y) = wrap N x - wrap N y := by
  funext i
  simp [wrap]

variable [Fintype ι] [DecidableEq ι] {N : ι → ℕ}

/-- The FFT box of shape `N` and origin `a`: grid points with `a i ≤ x i < a i + N i`. -/
def box (N : ι → ℕ) (a : ι → ℤ) : Finset (ι → ℤ) :=
  Fintype.piFinset fun i => Finset.Ico (a i) (a i + N i)

/-- The matrix element `T_a(f,g) = ∑ conj f(x) k(x - y) g(y)`, with `x, y` running over the box
of origin `a`. -/
def boxForm (k : Cell N → ℂ) (a : ι → ℤ) (f g : (ι → ℤ) → ℂ) : ℂ :=
  ∑ x ∈ box N a, ∑ y ∈ box N a, conj (f x) * k (wrap N (x - y)) * g y

/-- The grid function equal to one at `x` and zero at all other grid points. -/
def delta (x : ι → ℤ) : (ι → ℤ) → ℂ := fun z => if z = x then 1 else 0

/-- For a Hermitian kernel, matrix elements evaluated in one and the same box satisfy
`T_a(f,g) = conj T_a(g,f)`. -/
theorem boxForm_conj_symm {k : Cell N → ℂ} (hk : IsHermitianKernel k) (a : ι → ℤ)
    (f g : (ι → ℤ) → ℂ) : boxForm k a f g = conj (boxForm k a g f) := by
  simp only [boxForm, map_sum, map_mul, Complex.conj_conj]
  -- exchange the two grid sums, which reverses the displacement
  refine Finset.sum_comm.trans (sum_congr rfl fun x _ => sum_congr rfl fun y _ => ?_)
  have hswap : wrap N (y - x) = -wrap N (x - y) := by simp only [wrap_sub, neg_sub]
  rw [hswap, hk]
  ring

/-- If `f` and `g` vanish outside each of two boxes of the same shape, the matrix element is the
same in both boxes, for any kernel. -/
theorem boxForm_box_independent (k : Cell N → ℂ) {a b : ι → ℤ} {f g : (ι → ℤ) → ℂ}
    (hfa : SupportedIn f (box N a)) (hga : SupportedIn g (box N a))
    (hfb : SupportedIn f (box N b)) (hgb : SupportedIn g (box N b)) :
    boxForm k a f g = boxForm k b f g := by
  -- only points in the overlap of the two boxes contribute
  have key : ∀ A B : Finset (ι → ℤ), SupportedIn f B → SupportedIn g B →
      ∑ x ∈ A ∩ B, ∑ y ∈ A ∩ B, conj (f x) * k (wrap N (x - y)) * g y
        = ∑ x ∈ A, ∑ y ∈ A, conj (f x) * k (wrap N (x - y)) * g y := by
    intro A B hf hg
    calc ∑ x ∈ A ∩ B, ∑ y ∈ A ∩ B, conj (f x) * k (wrap N (x - y)) * g y
        = ∑ x ∈ A ∩ B, ∑ y ∈ A, conj (f x) * k (wrap N (x - y)) * g y := by
          refine sum_congr rfl fun x _ => sum_subset inter_subset_left fun y hy hy' => ?_
          rw [hg y (fun h => hy' (mem_inter.2 ⟨hy, h⟩)), mul_zero]
      _ = ∑ x ∈ A, ∑ y ∈ A, conj (f x) * k (wrap N (x - y)) * g y := by
          refine sum_subset inter_subset_left fun x hx hx' => ?_
          have h0 : f x = 0 := hf x (fun h => hx' (mem_inter.2 ⟨hx, h⟩))
          simp [h0]
  unfold boxForm
  rw [← key (box N a) (box N b) hfb hgb, ← key (box N b) (box N a) hfa hga,
    inter_comm (box N a) (box N b)]

/-- For a Hermitian kernel and functions `f, g` vanishing outside each of two boxes of the same
shape with origins `a` and `b`, one has `T_a(f,g) = conj T_b(g,f)`. -/
theorem boxForm_hermitian {k : Cell N → ℂ} (hk : IsHermitianKernel k) {a b : ι → ℤ}
    {f g : (ι → ℤ) → ℂ}
    (hfa : SupportedIn f (box N a)) (hga : SupportedIn g (box N a))
    (hfb : SupportedIn f (box N b)) (hgb : SupportedIn g (box N b)) :
    boxForm k a f g = conj (boxForm k b g f) := by
  rw [boxForm_box_independent k hfa hga hfb hgb, boxForm_conj_symm hk]

/-- The matrix element between the functions localised on two points `x, y` of the box is the
kernel at the displacement `x - y`. -/
theorem boxForm_delta (k : Cell N → ℂ) {a x y : ι → ℤ} (hx : x ∈ box N a) (hy : y ∈ box N a) :
    boxForm k a (delta x) (delta y) = k (wrap N (x - y)) := by
  unfold boxForm
  rw [Finset.sum_eq_single_of_mem x hx, Finset.sum_eq_single_of_mem y hy]
  · simp [delta]
  · intro z _ hz
    simp [delta, hz]
  · intro z _ hz
    simp [delta, hz]

variable [∀ i, NeZero (N i)]

/-- For a box with at least one point along each direction, the kernel is Hermitian exactly when
`T_a(f,g) = conj T_a(g,f)` for all functions vanishing outside the box. -/
theorem isHermitianKernel_iff (k : Cell N → ℂ) (a : ι → ℤ) :
    IsHermitianKernel k ↔ ∀ f g, SupportedIn f (box N a) → SupportedIn g (box N a) →
      boxForm k a f g = conj (boxForm k a g f) := by
  refine ⟨fun hk f g _ _ => boxForm_conj_symm hk a f g, fun h d => ?_⟩
  -- every periodic displacement is realised between the origin and a point of the box
  obtain ⟨x, hx⟩ : ∃ x : ι → ℤ, ∀ i, x i = a i + ((d i).val : ℤ) := ⟨_, fun _ => rfl⟩
  have hxb : x ∈ box N a := by
    simp only [box, Fintype.mem_piFinset, mem_Ico]
    intro i
    have h1 := ZMod.val_lt (d i)
    have h2 := hx i
    omega
  have hab : a ∈ box N a := by
    simp only [box, Fintype.mem_piFinset, mem_Ico]
    intro i
    have h1 := NeZero.pos (N i)
    omega
  have hd : wrap N (x - a) = d := by
    funext i
    simp [wrap, hx i]
  have hd' : wrap N (a - x) = -d := by
    rw [← hd]
    simp only [wrap_sub, neg_sub]
  have hs : ∀ z ∈ box N a, SupportedIn (delta z) (box N a) := by
    intro z hz w hw
    have hne : w ≠ z := fun e => hw (e ▸ hz)
    simp [delta, hne]
  have h3 := h _ _ (hs a hab) (hs x hxb)
  rwa [boxForm_delta k hab hxb, boxForm_delta k hxb hab, hd, hd'] at h3

/-- The plane wave `exp(2πi ∑ q_i d_i / N_i)` of the box, with wave index `q`, at position `d`. -/
def phase (q d : Cell N) : ℂ := ∏ i, ZMod.stdAddChar (q i * d i)

/-- The real-space kernel of the operator that multiplies the plane wave `q` by the real
number `ε q`. -/
def spectralKernel (ε : Cell N → ℝ) (d : Cell N) : ℂ :=
  (∏ i, (N i : ℂ))⁻¹ * ∑ q, (ε q : ℂ) * phase q d

/-- The discrete Fourier transform of the values of `f` on the box of origin `a`. -/
def boxDFT (a : ι → ℤ) (f : (ι → ℤ) → ℂ) (q : Cell N) : ℂ :=
  ∑ x ∈ box N a, f x * conj (phase q (wrap N x))

omit [DecidableEq ι] in
/-- A plane wave at a difference of positions is the wave at the first position times the
conjugate wave at the second. -/
theorem phase_sub (q u v : Cell N) : phase q (u - v) = phase q u * conj (phase q v) := by
  unfold phase
  rw [map_prod, ← prod_mul_distrib]
  refine prod_congr rfl fun i _ => ?_
  rw [Pi.sub_apply, mul_sub, sub_eq_add_neg, AddChar.map_add_eq_mul, AddChar.map_neg_eq_conj]

/-- The kernel of any real reciprocal-space multiplier is a Hermitian kernel. -/
theorem spectralKernel_witness (ε : Cell N → ℝ) : IsHermitianKernel (spectralKernel ε) := by
  intro d
  have h : ∀ q : Cell N, phase q (-d) = conj (phase q d) := by
    intro q
    have h0 : phase q 0 = 1 := by simp [phase]
    rw [← zero_sub, phase_sub, h0, one_mul]
  simp only [spectralKernel, h, map_mul, map_sum, map_inv₀, map_prod, map_natCast,
    Complex.conj_ofReal]

/-- For the kernel of a multiplier `ε`, the matrix element is the sum over plane waves of
`ε q` times the conjugate transform of `f` times the transform of `g`, divided by `∏ N i`. -/
theorem boxForm_spectralKernel (ε : Cell N → ℝ) (a : ι → ℤ) (f g : (ι → ℤ) → ℂ) :
    boxForm (spectralKernel ε) a f g
      = (∏ i, (N i : ℂ))⁻¹ * ∑ q, (ε q : ℂ) * (conj (boxDFT a f q) * boxDFT a g q) := by
  have h : ∀ q : Cell N, conj (boxDFT a f q) * boxDFT a g q
      = ∑ x ∈ box N a, ∑ y ∈ box N a,
          conj (f x) * phase q (wrap N x) * (g y * conj (phase q (wrap N y))) := by
    intro q
    unfold boxDFT
    rw [map_sum, sum_mul_sum]
    simp only [map_mul, Complex.conj_conj]
  symm
  simp only [h, mul_sum]
  unfold boxForm
  -- move the sum over plane waves inside the two grid sums
  refine Finset.sum_comm.trans (sum_congr rfl fun x _ =>
    Finset.sum_comm.trans (sum_congr rfl fun y _ => ?_))
  simp only [spectralKernel, mul_sum, sum_mul, wrap_sub, phase_sub]
  refine sum_congr rfl fun q _ => ?_
  ring

end

end FFTBoxHermiticity
```

```lean
#print axioms FFTBoxHermiticity.boxForm_hermitian
#print axioms FFTBoxHermiticity.isHermitianKernel_iff
#print axioms FFTBoxHermiticity.boxForm_spectralKernel
```

```
'FFTBoxHermiticity.boxForm_hermitian' depends on axioms: [propext, Classical.choice, Quot.sound]
'FFTBoxHermiticity.isHermitianKernel_iff' depends on axioms: [propext, Classical.choice, Quot.sound]
'FFTBoxHermiticity.boxForm_spectralKernel' depends on axioms: [propext, Classical.choice, Quot.sound]
```

## Grid, boxes and matrix elements

The directions of space are labelled by $i$ in a finite index type `ι`, with one element for a line and three for a solid. A grid point is an integer vector $x$ with components $x_i$, of type `ι → ℤ`. A box shape is a vector $N$ of natural numbers $N_i$, and the box with integer origin $a$, written `box N a`, is the set
$$B_a=\{x:\ a_i\le x_i<a_i+N_i \text{ for all } i\},$$
which has $M=\prod_i N_i$ points. The periodic cell `Cell N` consists of vectors whose $i$-th component is an integer modulo $N_i$, and `wrap N x`, written $[x]$ below, reduces a grid vector to the cell. A kernel is a function $k$ from the cell to the complex numbers, and `IsHermitianKernel k` says $k(-d)=\overline{k(d)}$ for every $d$ in the cell. For complex functions $f,g$ on the whole grid, `boxForm k a f g` is
$$T_a(f,g)=\sum_{x\in B_a}\sum_{y\in B_a}\overline{f(x)}\;k([x-y])\;g(y),$$
antilinear in the first argument as in $\langle f|T|g\rangle$. `SupportedIn f B` says that $f(x)=0$ for every $x$ outside the set $B$.

The main theorem `boxForm_hermitian` states that, for a Hermitian kernel and for $f$ and $g$ that both vanish outside $B_a$ and both vanish outside a second box $B_b$ of origin $b$,
$$T_a(f,g)=\overline{T_b(g,f)}.$$
The common shape is fixed by the types: a single `N` determines both boxes and the cell on which `k` lives. The theorem combines two others with fewer hypotheses each. `boxForm_conj_symm` gives $T_a(f,g)=\overline{T_a(g,f)}$ in one box for arbitrary $f$ and $g$, whose values outside the box are simply not used. `boxForm_box_independent` gives $T_a(f,g)=T_b(f,g)$ for an arbitrary kernel under the four support hypotheses.

These theorems do not require $N_i\ge 1$. If some $N_i$ is zero, both boxes are empty and both sides are $0$. If all $N_i=1$, a box is one point, the cell has one element and Hermiticity says that the single value of $k$ is real. The instance `NeZero (N i)`, meaning $N_i\ge1$ in every direction, is assumed from `isHermitianKernel_iff` onwards. That theorem is the converse: for any fixed origin $a$, the kernel is Hermitian exactly when $T_a(f,g)=\overline{T_a(g,f)}$ for all $f,g$ vanishing outside $B_a$. An empty box tests no value of $k$, which is why this direction needs non-empty boxes.

The last definitions describe operators that are diagonal in the plane waves of the box. For a wave index $q$ and a position $d$, both in the cell, `phase q d` is
$$e_q(d)=\exp\Big(2\pi \mathrm{i}\sum_i \frac{q_i d_i}{N_i}\Big),$$
where upright $\mathrm{i}$ is the imaginary unit and `ZMod.stdAddChar` supplies the factor for each direction. For a real function $\varepsilon$ on the cell, `spectralKernel ε` and `boxDFT a f` are
$$k_\varepsilon(d)=\frac1M\sum_q\varepsilon(q)\,e_q(d),\qquad \hat f_a(q)=\sum_{x\in B_a}f(x)\,\overline{e_q([x])}.$$
`spectralKernel_witness` states that $k_\varepsilon$ is Hermitian for every real $\varepsilon$, and `boxForm_spectralKernel` states, with no support hypothesis,
$$T_a(f,g)=\frac1M\sum_q\varepsilon(q)\,\overline{\hat f_a(q)}\,\hat g_a(q)\qquad (k=k_\varepsilon).$$
The forward transform is unnormalised and carries the minus sign in the exponent. In terms of the normalised amplitudes $\tilde f_a=\hat f_a/\sqrt M$ and $\tilde g_a=\hat g_a/\sqrt M$ the formula reads $T_a(f,g)=\sum_q\varepsilon(q)\overline{\tilde f_a(q)}\,\tilde g_a(q)$.

## Psinc coefficients and translation-invariant operators

A psinc function centred on a grid point is a finite sum of plane waves that equals one at that point and zero at the other grid points of its period. An orbital expanded in such functions has expansion coefficients equal to its values on the grid, and $f(x)$ and $g(y)$ stand for these coefficients. The function `delta x`, written $\delta_x$, equal to one at $x$ and zero elsewhere, is the coefficient vector of the single psinc function at $x$, and `boxForm_delta` states $T_a(\delta_x,\delta_y)=k([x-y])$ for $x,y\in B_a$. The kernel is therefore the matrix of the operator between psinc functions of the box. Its dependence on $x-y$ alone expresses translation invariance, and its dependence on the residue $[x-y]$ expresses that the FFT treats the box as periodic. Displacements inside a box range from $-(N_i-1)$ to $N_i-1$, so two displacements that differ by $N_i$ share one kernel value, and this wrap-around is part of the model.

The condition $k(-d)=\overline{k(d)}$ stands for self-adjointness of the operator on the periodic box. The reality of $\varepsilon$ stands for real eigenvalues on the plane waves; for the kinetic energy of a particle of mass $m$, $\varepsilon(q)=\hbar^2|G_q|^2/2m$, with $G_q$ the wave vector assigned to the index $q$. Since $\varepsilon$ is an arbitrary real function, any assignment of $G_q$ is admitted, including either choice at the zone edge for even $N_i$, and no symmetry under $q\to-q$ is assumed. The constant volume per grid point, which multiplies a grid sum that stands for an integral, is left out here and can be absorbed into $k$ or $\varepsilon$. The support hypotheses stand for strict localisation: the psinc coefficients of both orbitals, that is their values at the grid points, are exactly zero outside regions that fit into each of the two boxes. This is a statement about grid values only; a non-zero finite sum of plane waves does not vanish on any open region of space.

In electronic-structure calculations with localised orbitals, the result says that the translation-invariant one-particle part of the Hamiltonian matrix, evaluated on finite boxes in exact arithmetic, is Hermitian wherever the boxes are placed, as long as they share one shape and one kernel and contain the same periodic images of both orbitals. If a second box takes in another image of only one of the two orbitals, their displacement changes by a length of the simulation cell, which need not be a multiple of the box length, and the matrix element can then change. Local potentials are in general neither translation invariant nor of the form $k([x-y])$. The file contains no continuum psinc functions, no estimate of how far $T_a$ lies from the matrix element in the full simulation cell, no rounding, and no construction of boxes that contain a given pair of orbitals; support is assumed.

Two small cases in one dimension show what the hypotheses exclude. With $N=1$, $k=1$ and $f=g=\delta_0$, the box at $a=0$ gives $1$ and the box at $b=1$ gives $0$, because the support lies outside the second box. With $\varepsilon(q)=2-2\cos(2\pi q/N)$, the multiplier of the negative second difference, the kernel at displacement $\pm1$ is $-2$ for $N=2$ and $-1$ for $N=3$, so boxes of these two lengths give different values for the pair $\delta_0,\delta_1$ although both contain it. These two cases, the remark on array origins below and the comparison with box-local arrays are ordinary arithmetic added for orientation, and no theorem in the file states them.

## Exchange of the sums within one box

Conjugating the definition with the arguments exchanged gives
$$\overline{T_a(g,f)}=\sum_{x\in B_a}\sum_{y\in B_a} g(x)\,\overline{k([x-y])}\;\overline{f(y)}.$$
Exchanging the order of the two sums in $T_a(f,g)$ and renaming the variables gives
$$T_a(f,g)=\sum_{x\in B_a}\sum_{y\in B_a}\overline{f(y)}\;k([y-x])\,g(x).$$
Reduction modulo $N_i$ respects differences, $[x-y]=[x]-[y]$, which is `wrap_sub`. Hence $[y-x]=-[x-y]$, and Hermiticity gives $k([y-x])=\overline{k([x-y])}$. The two double sums then agree term by term. In `boxForm_conj_symm` the opening `simp only` moves the conjugation through the sums and products, `Finset.sum_comm` exchanges the sums, `hswap` is the reversal of the displacement, `rw [hswap, hk]` applies it together with Hermiticity, and `ring` reorders the three factors.

## Reduction to the overlap of the boxes

Let $A$ and $B$ be finite sets of grid points, with $f$ and $g$ vanishing outside $B$, and let $t(x,y)=\overline{f(x)}\,k([x-y])\,g(y)$. For $y\in A$ outside $A\cap B$ one has $g(y)=0$, and for $x\in A$ outside $A\cap B$ one has $f(x)=0$, so
$$\sum_{x\in A\cap B}\sum_{y\in A\cap B}t(x,y)=\sum_{x\in A\cap B}\sum_{y\in A}t(x,y)=\sum_{x\in A}\sum_{y\in A}t(x,y).$$
This is `key`, whose two `calc` steps are the two equalities, each an application of `sum_subset`. Taking $A=B_a$, $B=B_b$ uses the support in $B_b$ (`hfb`, `hgb`) and turns $T_a(f,g)$ into the sum over $B_a\cap B_b$. Taking $A=B_b$, $B=B_a$ uses `hfa` and `hga` and turns $T_b(f,g)$ into the sum over $B_b\cap B_a$. `inter_comm` identifies the two sets. The only property of the kernel that enters is that $t(x,y)$ does not depend on the origin. The main theorem follows as
$$T_a(f,g)=T_b(f,g)=\overline{T_b(g,f)},$$
which are the two rewrites in `boxForm_hermitian`.

## Recovering the kernel from single grid points

In $T_a(\delta_x,\delta_y)$ with $x,y\in B_a$, only the term at the pair $(x,y)$ is non-zero, and it equals $k([x-y])$; `boxForm_delta` isolates it by two uses of `Finset.sum_eq_single_of_mem`. For the converse, take $d$ in the cell, let $r_i$ be the representative of $d_i$ with $0\le r_i<N_i$, which is `(d i).val`, and put $x_i=a_i+r_i$. Then $x\in B_a$ (`hxb`), $a\in B_a$ because $N_i\ge1$ (`hab`), and $[x-a]=d$, $[a-x]=-d$ (`hd`, `hd'`). Both $\delta_a$ and $\delta_x$ vanish outside $B_a$ (`hs`), so the assumed symmetry applies to them:
$$k(-d)=T_a(\delta_a,\delta_x)=\overline{T_a(\delta_x,\delta_a)}=\overline{k(d)}.$$
The middle equality is `h3`, and the final `rwa` evaluates both of its sides. The other direction of the equivalence is `boxForm_conj_symm`.

## The reciprocal-space form

For positions $u,v$ in the cell, $e_q(u-v)=e_q(u)\overline{e_q(v)}$, since in each direction the exponential of a sum is a product and the exponential of the negative is the conjugate. `phase_sub` proves this factor by factor with `AddChar.map_add_eq_mul` and `AddChar.map_neg_eq_conj`. Setting $u=0$ and using $e_q(0)=1$ gives $e_q(-d)=\overline{e_q(d)}$. As $M$ and $\varepsilon(q)$ are real,
$$k_\varepsilon(-d)=\frac1M\sum_q\varepsilon(q)\,\overline{e_q(d)}=\overline{k_\varepsilon(d)},$$
which is `spectralKernel_witness`, where `Complex.conj_ofReal` is the step that uses the reality of $\varepsilon$.

For the matrix element, the product of the two transforms expands to
$$\overline{\hat f_a(q)}\,\hat g_a(q)=\sum_{x\in B_a}\sum_{y\in B_a}\overline{f(x)}\,e_q([x])\;g(y)\,\overline{e_q([y])},$$
the statement `h` in `boxForm_spectralKernel`. Multiplying by $\varepsilon(q)/M$, summing over $q$ and moving that sum inside the two grid sums by two uses of `Finset.sum_comm` leaves, for each pair $x,y$,
$$\overline{f(x)}\Big(\frac1M\sum_q\varepsilon(q)\,e_q([x])\overline{e_q([y])}\Big)g(y)=\overline{f(x)}\,k_\varepsilon([x-y])\,g(y),$$
by `wrap_sub` and `phase_sub`. Orthogonality of the plane waves is not used. The transform `boxDFT` takes its phases at the absolute position $[x]$, whereas an FFT of an array indexed from the corner of the box takes them at $[x-a]$. That multiplies both transforms by $e_q([a])$, which has modulus one and cancels in $\overline{\hat f_a}\,\hat g_a$.

## Box-local arrays as an alternative description

A description closer to a program would copy $f$ into an array $F_a(u)=f(a+u)$ with $0\le u_i<N_i$, read $u$ as an element of the cell, do the same for $g$ to obtain $G_a$, and define the matrix element as $F_a^\dagger K G_a$ with the $M\times M$ matrix $K_{uv}=k(u-v)$. Symmetry within one box would then be the Hermiticity of the matrix $K$. Independence of the origin would take an extra step. With $N_i\ge1$, so that the cell is finite and in bijection with each box, one can either substitute $x=a+u$, $y=a+v$, which turns $F_a^\dagger K G_a$ into $T_a(f,g)$, or show that under the support hypotheses $F_b$ and $G_b$ are the cyclic shifts of $F_a$ and $G_a$ by $[a-b]$ and use the invariance of $K$ under cyclic shifts. With functions on the global grid, as in the file, translation invariance is already contained in the expression $k([x-y])$, and a change of origin changes only the range of summation.
